# Every unital qubit channel is a mixture of at most four unitary conjugations

Let finitely many $2\times2$ complex matrices $K_a$ satisfy $\sum_a K_a^\dagger K_a=\sum_a K_aK_a^\dagger=\mathbb 1$. Then there are probabilities $p_k$ and unitaries $U_k$, $k=0,\dots,3$, with

$$\sum_a K_a\rho K_a^\dagger=\sum_k p_k\,U_k\rho U_k^\dagger\quad\text{for every }\rho,\qquad \operatorname{tr}(U_k^\dagger U_l)=0\ \ (k\ne l).$$

In a simulation, unital noise on a single qubit can therefore be sampled by applying random unitaries whose probabilities do not depend on the state.

Four assumptions enter: the system has dimension two, the map preserves the trace, it preserves the identity, and it has Kraus form.

## Dimension two: real amplitudes give unitaries

The system is one spin one-half, so every operator is a combination of $F_0=\mathbb 1$ and $F_r=i\sigma_r$, $r=1,2,3$ (that is, $x,y,z$). Write $K_a=\sum_i x_{ai}F_i$ with complex amplitudes $x_{ai}$. In Lean, `Op` is the type of operators, `ofAmp` builds an operator from complex amplitudes, and `rotor` does so from real ones.

```lean
import Mathlib

open Matrix
open Complex (I)


namespace UnitalQubitChannel

noncomputable section

/-- Operators on a single spin one-half. -/
abbrev Op := Matrix (Fin 2) (Fin 2) ℂ

/-- The operator frame `1, iσx, iσy, iσz`. -/
def frame : Fin 4 → Op :=
  ![!![1, 0; 0, 1], !![0, I; I, 0], !![0, 1; -1, 0], !![I, 0; 0, -I]]

/-- The operator with complex amplitudes `x` in the frame `1, iσx, iσy, iσz`. -/
def ofAmp (x : Fin 4 → ℂ) : Op := ∑ i, x i • frame i

/-- The operator with real amplitudes `v` in the same frame. -/
def rotor (v : Fin 4 → ℝ) : Op := ofAmp fun i => (v i : ℂ)

/-- The matrix entries of an operator in terms of its four amplitudes. -/
theorem ofAmp_eq (x : Fin 4 → ℂ) : ofAmp x =
    !![x 0 + x 3 * I, x 1 * I + x 2; x 1 * I - x 2, x 0 - x 3 * I] := by
  ext i j
  fin_cases i <;> fin_cases j <;> simp [ofAmp, frame, Fin.sum_univ_four] <;> ring
```

The amplitudes can be read off the matrix entries: $x_0=(K_{00}+K_{11})/2$, $x_1=-i(K_{01}+K_{10})/2$, $x_2=(K_{01}-K_{10})/2$, $x_3=-i(K_{00}-K_{11})/2$. The next lemma checks this entry by entry.

```lean
/-- Every operator on a spin one-half has amplitudes in the frame. -/
theorem exists_amp (K : Op) : ∃ x, ofAmp x = K := by
  have hI : I * I = -1 := Complex.I_mul_I
  refine ⟨![(K 0 0 + K 1 1) / 2, -I * (K 0 1 + K 1 0) / 2,
    (K 0 1 - K 1 0) / 2, -I * (K 0 0 - K 1 1) / 2], ?_⟩
  rw [ofAmp_eq]
  ext i j
  fin_cases i <;> fin_cases j
  · change (K 0 0 + K 1 1) / 2 + (-I * (K 0 0 - K 1 1) / 2) * I = K 0 0
    linear_combination (-(K 0 0 - K 1 1) / 2) * hI
  · change (-I * (K 0 1 + K 1 0) / 2) * I + (K 0 1 - K 1 0) / 2 = K 0 1
    linear_combination (-(K 0 1 + K 1 0) / 2) * hI
  · change (-I * (K 0 1 + K 1 0) / 2) * I - (K 0 1 - K 1 0) / 2 = K 1 0
    linear_combination (-(K 0 1 + K 1 0) / 2) * hI
  · change (K 0 0 + K 1 1) / 2 - (-I * (K 0 0 - K 1 1) / 2) * I = K 1 1
    linear_combination ((K 0 0 - K 1 1) / 2) * hI
```

For real $v$ with $\sum_i v_i^2=1$, put $U=v_0\mathbb 1+i\,\vec v\cdot\vec\sigma$. Then $UU^\dagger=(v_0^2+|\vec v|^2)\mathbb 1=\mathbb 1$. Since $\operatorname{tr}(F_i^\dagger F_j)=2\delta_{ij}$, two such operators have trace overlap $2\sum_i v_iw_i$.

```lean
/-- Real amplitudes of unit length give a unitary operator. -/
theorem rotor_unitary (v : Fin 4 → ℝ) (hv : ∑ i, v i * v i = 1) :
    rotor v ∈ unitaryGroup (Fin 2) ℂ := by
  rw [Fin.sum_univ_four] at hv
  rw [mem_unitaryGroup_iff, star_eq_conjTranspose, rotor, ofAmp_eq]
  ext i j
  fin_cases i <;> fin_cases j <;> apply Complex.ext <;>
    simp [Matrix.mul_apply, Fin.sum_univ_two] <;>
    first | ring1 | linear_combination hv

/-- The trace overlap of two operators with real amplitudes is twice the scalar product
of the amplitudes. -/
theorem rotor_overlap (v w : Fin 4 → ℝ) :
    trace ((rotor v)ᴴ * rotor w) = ((2 * ∑ i, v i * w i : ℝ) : ℂ) := by
  rw [rotor, rotor, ofAmp_eq, ofAmp_eq, Fin.sum_univ_four]
  apply Complex.ext <;>
    simp [Matrix.trace_fin_two, Matrix.mul_apply, Fin.sum_univ_two] <;> ring
```

Inserting the amplitudes into the channel gives

$$\sum_a K_a\rho K_a^\dagger=\sum_{ij}G_{ij}\,F_i\rho F_j^\dagger,\qquad G_{ij}=\sum_a x_{ai}\overline{x_{aj}}.$$

Only the Gram matrix $G$ matters. `kraus_expand` proves this with weights, so that it also serves for the mixture of unitaries.

```lean
/-- A weighted sum of conjugations depends on the operators only through the weighted
Gram matrix of their amplitudes. -/
theorem kraus_expand {κ : Type*} [Fintype κ] (w : κ → ℂ) (x : κ → Fin 4 → ℂ) (ρ : Op) :
    ∑ k, w k • (ofAmp (x k) * ρ * (ofAmp (x k))ᴴ) =
      ∑ i, ∑ j, (∑ k, w k * (x k i * star (x k j))) • (frame i * ρ * (frame j)ᴴ) := by
  have e : ∀ y : Fin 4 → ℂ, ofAmp y * ρ * (ofAmp y)ᴴ =
      ∑ i, ∑ j, (y i * star (y j)) • (frame i * ρ * (frame j)ᴴ) := by
    intro y
    rw [ofAmp, Matrix.conjTranspose_sum, Finset.sum_mul, Finset.sum_mul_sum]
    refine Finset.sum_congr rfl fun i _ => Finset.sum_congr rfl fun j _ => ?_
    rw [Matrix.conjTranspose_smul, smul_mul_assoc, smul_mul_assoc, mul_smul_comm, smul_smul]
  simp_rw [e, Finset.smul_sum, smul_smul, Finset.sum_smul]
  exact Finset.sum_comm.trans (Finset.sum_congr rfl fun i _ => Finset.sum_comm)
```

In dimension three the conclusion fails. For spin one, take $K_r=J_r/\sqrt2$, which satisfies both sum conditions. In the Cartesian basis the $J_r$ are antisymmetric. Any other Kraus operators of the same channel are combinations of them, hence antisymmetric $3\times3$ matrices, which are singular, so none of them is a nonzero multiple of a unitary.

## Trace preservation: half of the equations

The condition $\sum_aK_a^\dagger K_a=\mathbb 1$, `h1` in Lean, says that total probability is conserved. For a single $K=x_0\mathbb 1+i\,\vec x\cdot\vec\sigma$, the product rule for Pauli matrices gives

$$K^\dagger K=\Big(\sum_i|x_i|^2\Big)\mathbb 1+2\sum_r\big[\operatorname{Im}(x_0\overline{x_r})+\operatorname{Im}(x_s\overline{x_t})\big]\sigma_r,$$

where $(r,s,t)$ is a cyclic permutation of $(1,2,3)$. After summation over $a$ the Pauli part must vanish, so $\operatorname{Im}G_{0r}+\operatorname{Im}G_{st}=0$. These are three equations for six unknowns.

Without this condition, $K_0=|0\rangle\langle0|$ and $K_1=|1\rangle\langle0|$ would be allowed. They satisfy $\sum_aK_aK_a^\dagger=\mathbb 1$, but they send $\rho$ to $\rho_{00}\mathbb 1$ and change the trace, which no mixture of unitaries does.

## Unitality: the other half

The condition $\sum_aK_aK_a^\dagger=\mathbb 1$, `h2` in Lean, says that the maximally mixed state is left alone. In $KK^\dagger$ the cross product of $\vec x$ with its conjugate changes sign:

$$KK^\dagger=\Big(\sum_i|x_i|^2\Big)\mathbb 1+2\sum_r\big[\operatorname{Im}(x_0\overline{x_r})-\operatorname{Im}(x_s\overline{x_t})\big]\sigma_r.$$

Hence $\operatorname{Im}G_{0r}-\operatorname{Im}G_{st}=0$ as well. Together the two sets of equations make every off-diagonal imaginary part zero. The diagonal of $G$ is real anyway.

`amp_im` solves the two formulas for the six imaginary parts in terms of matrix entries, with `P` for $K^\dagger K$ and `Q` for $KK^\dagger$.

```lean
/-- The imaginary parts of the amplitude products are linear in the entries of
`K†K` and `KK†`. -/
theorem amp_im (x : Fin 4 → ℂ) (P Q : Op) (hP : P = (ofAmp x)ᴴ * ofAmp x)
    (hQ : Q = ofAmp x * (ofAmp x)ᴴ) :
    (x 0 * star (x 1)).im = ((P 0 1).re + (Q 0 1).re) / 4 ∧
    (x 2 * star (x 3)).im = ((P 0 1).re - (Q 0 1).re) / 4 ∧
    (x 2 * star (x 0)).im = ((P 0 1).im + (Q 0 1).im) / 4 ∧
    (x 1 * star (x 3)).im = ((P 0 1).im - (Q 0 1).im) / 4 ∧
    (x 0 * star (x 3)).im = (((P 0 0).re - (P 1 1).re) + ((Q 0 0).re - (Q 1 1).re)) / 8 ∧
    (x 1 * star (x 2)).im = (((P 0 0).re - (P 1 1).re) - ((Q 0 0).re - (Q 1 1).re)) / 8 := by
  subst hP hQ
  rw [ofAmp_eq]
  refine ⟨?_, ?_, ?_, ?_, ?_, ?_⟩ <;>
    simp [Matrix.mul_apply, Fin.sum_univ_two] <;> ring
```

`gram_real` sums these relations over $a$, inserts the entries of the identity, and obtains the remaining index pairs from $G_{ji}=\overline{G_{ij}}$.

```lean
/-- For a trace-preserving and unital set of Kraus operators the Gram matrix of the
amplitudes is real. -/
theorem gram_real {ι : Type*} [Fintype ι] (x : ι → Fin 4 → ℂ)
    (h1 : ∑ a, (ofAmp (x a))ᴴ * ofAmp (x a) = 1)
    (h2 : ∑ a, ofAmp (x a) * (ofAmp (x a))ᴴ = 1) (i j : Fin 4) :
    ∑ a, (x a i * star (x a j)).im = 0 := by
  have hPr : ∀ i j, ∑ a, (((ofAmp (x a))ᴴ * ofAmp (x a)) i j).re = ((1 : Op) i j).re := by
    intro i j; rw [← h1, Matrix.sum_apply, Complex.re_sum]
  have hPi : ∀ i j, ∑ a, (((ofAmp (x a))ᴴ * ofAmp (x a)) i j).im = ((1 : Op) i j).im := by
    intro i j; rw [← h1, Matrix.sum_apply, Complex.im_sum]
  have hQr : ∀ i j, ∑ a, ((ofAmp (x a) * (ofAmp (x a))ᴴ) i j).re = ((1 : Op) i j).re := by
    intro i j; rw [← h2, Matrix.sum_apply, Complex.re_sum]
  have hQi : ∀ i j, ∑ a, ((ofAmp (x a) * (ofAmp (x a))ᴴ) i j).im = ((1 : Op) i j).im := by
    intro i j; rw [← h2, Matrix.sum_apply, Complex.im_sum]
  have c := fun a => amp_im (x a) _ _ rfl rfl
  simp only [forall_and] at c
  obtain ⟨c1, c2, c3, c4, c5, c6⟩ := c
  -- the six independent imaginary parts vanish after summation
  have s : (∑ a, (x a 0 * star (x a 1)).im = 0 ∧ ∑ a, (x a 2 * star (x a 3)).im = 0) ∧
      (∑ a, (x a 2 * star (x a 0)).im = 0 ∧ ∑ a, (x a 1 * star (x a 3)).im = 0) ∧
      (∑ a, (x a 0 * star (x a 3)).im = 0 ∧ ∑ a, (x a 1 * star (x a 2)).im = 0) := by
    simp only [c1, c2, c3, c4, c5, c6, ← Finset.sum_div, Finset.sum_add_distrib,
      Finset.sum_sub_distrib, hPr, hPi, hQr, hQi]
    simp
  obtain ⟨⟨s1, s2⟩, ⟨s3, s4⟩, s5, s6⟩ := s
  have diag : ∀ i, ∑ a, (x a i * star (x a i)).im = 0 := fun i =>
    Finset.sum_eq_zero fun a _ => by simp; ring
  have t : ∀ {i j}, ∑ a, (x a i * star (x a j)).im = 0 →
      ∑ a, (x a j * star (x a i)).im = 0 := by
    intro i j h
    rw [← neg_eq_zero, ← Finset.sum_neg_distrib, ← h]
    refine Finset.sum_congr rfl fun a _ => ?_
    simp; ring
  fin_cases i <;> fin_cases j <;>
    first
    | exact diag _ | exact s1 | exact s2 | exact s3 | exact s4 | exact s5 | exact s6
    | exact t s1 | exact t s2 | exact t s3 | exact t s4 | exact t s5 | exact t s6
```

Without unitality, the reset channel with $K_0=|0\rangle\langle0|$ and $K_1=|0\rangle\langle1|$ would qualify. It sends every state to $|0\rangle\langle0|$, whereas a mixture of unitaries fixes $\mathbb 1$. Its Gram matrix has $G_{03}=i/4$.

## Kraus form: nonnegative weights

Writing the map as $\sum_aK_a\rho K_a^\dagger$, with plus signs only, expresses complete positivity: the map stays physical when the qubit is entangled with something else. By hand this enters through positivity of $G$. For real $c_i$,

$$\sum_{ij}c_ic_jG_{ij}=\sum_a\Big|\sum_i c_ix_{ai}\Big|^2\ge0.$$

A real symmetric positive semidefinite matrix has orthonormal real eigenvectors $v_k$ and eigenvalues $p_k\ge0$, so $G_{ij}=\sum_kp_kv_{ki}v_{kj}$. In `real_spectral` the matrix to be decomposed is called $C$, and its eigenvectors are the rows of $V$. From $VV^T=\mathbb 1$ and $CV^T=V^TD$, with $D$ the diagonal matrix of eigenvalues, it follows that $C=V^TDV$.

```lean
/-- A real positive semidefinite 4×4 matrix is a nonnegative combination of projectors on
orthonormal real vectors. -/
theorem real_spectral (C : Matrix (Fin 4) (Fin 4) ℝ) (hC : C.PosSemidef) :
    ∃ (p : Fin 4 → ℝ) (v : Fin 4 → Fin 4 → ℝ), (∀ k, 0 ≤ p k) ∧
      (∀ k l, ∑ i, v k i * v l i = if k = l then 1 else 0) ∧
      ∀ i j, C i j = ∑ k, p k * (v k i * v k j) := by
  have hH := hC.isHermitian
  let V : Matrix (Fin 4) (Fin 4) ℝ := Matrix.of fun k i => hH.eigenvectorBasis k i
  have ho : ∀ k l, ∑ i, V k i * V l i = if k = l then 1 else 0 := by
    intro k l
    have h := orthonormal_iff_ite.mp hH.eigenvectorBasis.orthonormal k l
    rw [PiLp.inner_apply] at h
    refine Eq.trans (Finset.sum_congr rfl fun i _ => ?_) h
    simp [V, mul_comm]
  have hV : V * Vᵀ = 1 := by
    ext k l
    rw [Matrix.mul_apply, Matrix.one_apply]
    exact ho k l
  have hV' : Vᵀ * V = 1 := mul_eq_one_comm.mp hV
  have hD : C * Vᵀ = Vᵀ * diagonal hH.eigenvalues := by
    ext i k
    rw [Matrix.mul_diagonal, Matrix.mul_apply]
    exact (congrFun (hH.mulVec_eigenvectorBasis k) i).trans (mul_comm _ _)
  refine ⟨hH.eigenvalues, V, fun k => hC.eigenvalues_nonneg k, ho, fun i j => ?_⟩
  calc C i j = (C * (Vᵀ * V)) i j := by rw [hV', Matrix.mul_one]
    _ = (Vᵀ * diagonal hH.eigenvalues * V) i j := by rw [← Matrix.mul_assoc, hD]
    _ = _ := by
      rw [Matrix.mul_apply]
      refine Finset.sum_congr rfl fun k _ => ?_
      rw [Matrix.mul_diagonal, Matrix.transpose_apply]
      ring
```

Set $U_k=\sum_iv_{ki}F_i$. These operators are unitary and pairwise trace-orthogonal, and substituting the decomposition of $G$ into the expansion of the channel gives the mixture. At $\rho=\mathbb 1$ it reads $\mathbb 1=\sum_kp_k\mathbb 1$, a second use of unitality, so the weights sum to one.

The final theorem follows this route. Its matrices `A` and `B` hold the real and imaginary parts of the amplitudes, and $G=A^TA+B^TB$ is manifestly positive. `hΦ` applies `kraus_expand` once to the Kraus operators and once to the unitaries, then compares coefficients.

In the statement, `ι` is any finite index type and `ρ` any $2\times2$ matrix, not only a density matrix. Some `p k` may be zero, which is the sense of "at most four". The theorem asserts existence; it addresses neither uniqueness nor the smallest possible number of unitaries.

```lean
/-- Every unital qubit channel is a convex combination of four unitary conjugations, and
the four unitaries can be chosen pairwise orthogonal in the trace inner product. -/
theorem unital_channel_mixture {ι : Type*} [Fintype ι] (K : ι → Op)
    (h1 : ∑ a, (K a)ᴴ * K a = 1) (h2 : ∑ a, K a * (K a)ᴴ = 1) :
    ∃ (p : Fin 4 → ℝ) (U : Fin 4 → Op), (∀ k, 0 ≤ p k) ∧ ∑ k, p k = 1 ∧
      (∀ k, U k ∈ unitaryGroup (Fin 2) ℂ) ∧
      (∀ k l, k ≠ l → trace ((U k)ᴴ * U l) = 0) ∧
      ∀ ρ : Op, ∑ a, K a * ρ * (K a)ᴴ = ∑ k, (p k : ℂ) • (U k * ρ * (U k)ᴴ) := by
  choose x hx using fun a => exists_amp (K a)
  -- the real Gram matrix of the amplitudes
  let A : Matrix ι (Fin 4) ℝ := Matrix.of fun a i => (x a i).re
  let B : Matrix ι (Fin 4) ℝ := Matrix.of fun a i => (x a i).im
  have hG : ∀ i j, ∑ a, x a i * star (x a j) = (((Aᴴ * A + Bᴴ * B) i j : ℝ) : ℂ) := by
    intro i j
    apply Complex.ext
    · simp [A, B, Matrix.mul_apply, Finset.sum_add_distrib]
    · rw [Complex.im_sum, Complex.ofReal_im]
      exact gram_real x (by simpa only [hx] using h1) (by simpa only [hx] using h2) i j
  obtain ⟨p, v, hp, ho, hv⟩ := real_spectral (Aᴴ * A + Bᴴ * B)
    ((posSemidef_conjTranspose_mul_self A).add (posSemidef_conjTranspose_mul_self B))
  have hU : ∀ k, rotor (v k) ∈ unitaryGroup (Fin 2) ℂ := fun k =>
    rotor_unitary _ (by rw [ho, if_pos rfl])
  have hΦ : ∀ ρ : Op, ∑ a, K a * ρ * (K a)ᴴ =
      ∑ k, (p k : ℂ) • (rotor (v k) * ρ * (rotor (v k))ᴴ) := by
    intro ρ
    have l := kraus_expand (fun _ : ι => (1 : ℂ)) x ρ
    have r := kraus_expand (fun k => (p k : ℂ)) (fun k i => (v k i : ℂ)) ρ
    simp only [one_smul, one_mul, hx, hG] at l
    refine l.trans (Eq.trans ?_ r.symm)
    refine Finset.sum_congr rfl fun i _ => Finset.sum_congr rfl fun j _ => ?_
    rw [hv i j]
    congr 1
    simp
  refine ⟨p, fun k => rotor (v k), hp, ?_, hU, fun k l hkl => ?_, hΦ⟩
  · -- the identity is preserved, so the weights sum to one
    have hu : ∀ k, rotor (v k) * (rotor (v k))ᴴ = 1 := fun k => mem_unitaryGroup_iff.mp (hU k)
    have h := hΦ 1
    simp only [Matrix.mul_one, h2, hu, ← Finset.sum_smul] at h
    have q := congrFun (congrFun h 0) 0
    simp at q
    exact_mod_cast q.symm
  · rw [rotor_overlap, ho, if_neg hkl]
    simp


end

end UnitalQubitChannel
```

```lean
#print axioms UnitalQubitChannel.unital_channel_mixture
-- 'UnitalQubitChannel.unital_channel_mixture' depends on axioms: [propext, Classical.choice, Quot.sound]
```

If negative signs were allowed, transposition would enter:

$$\rho^T=\tfrac12(\rho+\sigma_x\rho\sigma_x-\sigma_y\rho\sigma_y+\sigma_z\rho\sigma_z).$$

It preserves trace and identity but is not completely positive, so it is not a mixture of unitaries.

## Operations that succeed with a fixed probability

The derivation by hand also covers the case where both sums equal $c\,\mathbb 1$ with $0\le c\le1$. The first sum then says that the operation succeeds with probability $c$ whatever the input; the second is a separate condition, that the map sends $\mathbb 1$ to $c\,\mathbb 1$. The Pauli parts still vanish, $G$ is still real and positive semidefinite, and setting $\rho=\mathbb 1$ now gives $\sum_kp_k=c$.
